# Kitaev exchange cancels from the classical anisotropy of a uniform honeycomb ferromagnet

Take Kitaev exchange alone, with the same strength K on all three bond types, and point every spin, a unit vector, along x: the three bonds of a cell contribute K, 0 and 0, whereas along (1, 1, 0)/√2 they contribute K/2, K/2 and 0. The x and y bonds notice the rotation, but the sum stays at K, and the file below proves this for every direction and finds which other couplings do produce an anisotropy.

In Lean 4 with Mathlib:

```lean
import Mathlib

open Matrix

namespace HoneycombAnisotropicExchange

noncomputable section

/-- Exchange tensor of a bond of type `c`: `J` on the diagonal, an additional `K` at `cc`,
`G'` between `c` and each other axis, and `G` between the two other axes. -/
def bondTensor (J K G G' : ℝ) (c : Fin 3) : Matrix (Fin 3) (Fin 3) ℝ :=
  Matrix.of fun a b =>
    if a = b then (if a = c then J + K else J)
    else if a = c ∨ b = c then G' else G

/-- Classical energy of the three bonds of one cell when all spins equal `n`. -/
def cellEnergy (J K G G' : ℝ) (n : Fin 3 → ℝ) : ℝ :=
  ∑ c, n ⬝ᵥ (bondTensor J K G G' c *ᵥ n)

/-- Displacement from the cell of an A site to the cell of its B neighbour
along the bond of type `c`. -/
def neighbourCell (L : ℕ) : Fin 3 → ZMod L × ZMod L :=
  ![(1, 0), (0, 1), (0, 0)]

/-- Classical energy of a periodic honeycomb lattice of `L × L` cells, with spins `A` and `B`
on the two sublattices. -/
def latticeEnergy (L : ℕ) [NeZero L] (J K G G' : ℝ)
    (A B : ZMod L × ZMod L → Fin 3 → ℝ) : ℝ :=
  ∑ r, ∑ c, A r ⬝ᵥ (bondTensor J K G G' c *ᵥ B (r + neighbourCell L c))

/-- Unit length written out in components. -/
lemma unit_components {n : Fin 3 → ℝ} (hn : n ⬝ᵥ n = 1) :
    n 0 * n 0 + n 1 * n 1 + n 2 * n 2 = 1 := by
  simpa only [dotProduct, Fin.sum_univ_three] using hn

/-- For a uniform unit spin the three-bond sum is
`3J + K + (G + 2G')((n_x + n_y + n_z)² - 1)`. -/
theorem cellEnergy_eq (J K G G' : ℝ) {n : Fin 3 → ℝ} (hn : n ⬝ᵥ n = 1) :
    cellEnergy J K G G' n
      = 3 * J + K + (G + 2 * G') * ((n 0 + n 1 + n 2) ^ 2 - 1) := by
  have hn' := unit_components hn
  -- expand the three quadratic forms for an arbitrary vector
  have h : cellEnergy J K G G' n
      = (3 * J + K) * (n 0 * n 0 + n 1 * n 1 + n 2 * n 2)
        + (G + 2 * G') * ((n 0 + n 1 + n 2) ^ 2
          - (n 0 * n 0 + n 1 * n 1 + n 2 * n 2)) := by
    simp [cellEnergy, bondTensor, Matrix.mulVec, dotProduct, Fin.sum_univ_three]
    ring
  rw [h, hn']
  ring

/-- The ferromagnetic state of the periodic lattice, with every spin equal to the unit vector `n`,
has `L²` times the energy of one cell. -/
theorem latticeEnergy_uniform (L : ℕ) [NeZero L] (J K G G' : ℝ) {n : Fin 3 → ℝ}
    (hn : n ⬝ᵥ n = 1) :
    latticeEnergy L J K G G' (fun _ => n) (fun _ => n)
      = (L : ℝ) ^ 2 * (3 * J + K + (G + 2 * G') * ((n 0 + n 1 + n 2) ^ 2 - 1)) := by
  have h : latticeEnergy L J K G G' (fun _ => n) (fun _ => n)
      = ∑ _r : ZMod L × ZMod L, cellEnergy J K G G' n := rfl
  rw [h, Finset.sum_const, Finset.card_univ, Fintype.card_prod, ZMod.card, nsmul_eq_mul,
    cellEnergy_eq J K G G' hn]
  push_cast
  ring

/-- With Heisenberg and Kitaev exchange only, a single bond of type `c` between equal unit spins
has the energy `J + K n_c²`. -/
theorem kitaev_single_bond (J K : ℝ) (c : Fin 3) {n : Fin 3 → ℝ} (hn : n ⬝ᵥ n = 1) :
    n ⬝ᵥ (bondTensor J K 0 0 c *ᵥ n) = J + K * n c ^ 2 := by
  have hn' := unit_components hn
  fin_cases c <;>
    simp [bondTensor, Matrix.mulVec, dotProduct, Fin.sum_univ_three] <;>
    linear_combination J * hn'

/-- With Heisenberg and Kitaev exchange only, the three-bond sum is `3J + K` for every
direction of the uniform unit spin. -/
theorem kitaev_no_anisotropy (J K : ℝ) {n : Fin 3 → ℝ} (hn : n ⬝ᵥ n = 1) :
    cellEnergy J K 0 0 n = 3 * J + K := by
  rw [cellEnergy_eq J K 0 0 hn]
  ring

/-- The energy of a uniform unit spin is the same in all directions exactly when
`G + 2G' = 0`. -/
theorem isotropic_iff (J K G G' : ℝ) :
    (∀ n m : Fin 3 → ℝ, n ⬝ᵥ n = 1 → m ⬝ᵥ m = 1 →
      cellEnergy J K G G' n = cellEnergy J K G G' m) ↔ G + 2 * G' = 0 := by
  constructor
  · intro h
    -- compare a cubic axis with a tilted direction in the xy plane
    have h1 : (![1, 0, 0] : Fin 3 → ℝ) ⬝ᵥ ![1, 0, 0] = 1 := by
      simp only [dotProduct, Fin.sum_univ_three]
      change (1 : ℝ) * 1 + 0 * 0 + 0 * 0 = 1
      norm_num
    have h2 : (![3 / 5, 4 / 5, 0] : Fin 3 → ℝ) ⬝ᵥ ![3 / 5, 4 / 5, 0] = 1 := by
      simp only [dotProduct, Fin.sum_univ_three]
      change (3 / 5 : ℝ) * (3 / 5) + 4 / 5 * (4 / 5) + 0 * 0 = 1
      norm_num
    have e1 : cellEnergy J K G G' ![1, 0, 0] = 3 * J + K := by
      rw [cellEnergy_eq J K G G' h1]
      change 3 * J + K + (G + 2 * G') * (((1 : ℝ) + 0 + 0) ^ 2 - 1) = 3 * J + K
      ring
    have e2 : cellEnergy J K G G' ![3 / 5, 4 / 5, 0]
        = 3 * J + K + (G + 2 * G') * (24 / 25) := by
      rw [cellEnergy_eq J K G G' h2]
      change 3 * J + K + (G + 2 * G') * (((3 / 5 : ℝ) + 4 / 5 + 0) ^ 2 - 1)
        = 3 * J + K + (G + 2 * G') * (24 / 25)
      ring
    have h3 := h _ _ h1 h2
    rw [e1, e2] at h3
    linarith
  · intro hg n m hn hm
    rw [cellEnergy_eq J K G G' hn, cellEnergy_eq J K G G' hm, hg]
    ring

/-- For `G + 2G' < 0` the energy of a uniform unit spin is at least `3J + K + 2(G + 2G')`,
with equality exactly when its three components are equal. -/
theorem easy_axis (J K G G' : ℝ) (hg : G + 2 * G' < 0) {n : Fin 3 → ℝ}
    (hn : n ⬝ᵥ n = 1) :
    3 * J + K + 2 * (G + 2 * G') ≤ cellEnergy J K G G' n ∧
    (cellEnergy J K G G' n = 3 * J + K + 2 * (G + 2 * G') ↔ n 0 = n 1 ∧ n 1 = n 2) := by
  have hn' := unit_components hn
  -- the energy above the minimum is a positive multiple of a sum of squares
  have key : cellEnergy J K G G' n = 3 * J + K + 2 * (G + 2 * G')
      + -(G + 2 * G') * ((n 0 - n 1) ^ 2 + (n 1 - n 2) ^ 2 + (n 2 - n 0) ^ 2) := by
    rw [cellEnergy_eq J K G G' hn]
    linear_combination 3 * (G + 2 * G') * hn'
  have hpos : 0 < -(G + 2 * G') := neg_pos.mpr hg
  constructor
  · have h := mul_nonneg hpos.le
      (show 0 ≤ (n 0 - n 1) ^ 2 + (n 1 - n 2) ^ 2 + (n 2 - n 0) ^ 2 by positivity)
    linarith
  · constructor
    · intro h
      have hz : -(G + 2 * G')
          * ((n 0 - n 1) ^ 2 + (n 1 - n 2) ^ 2 + (n 2 - n 0) ^ 2) = 0 := by
        linarith
      have hD := (mul_eq_zero.mp hz).resolve_left hpos.ne'
      have s1 := sq_nonneg (n 0 - n 1)
      have s2 := sq_nonneg (n 1 - n 2)
      have s3 := sq_nonneg (n 2 - n 0)
      have d1 : (n 0 - n 1) ^ 2 = 0 := by linarith
      have d2 : (n 1 - n 2) ^ 2 = 0 := by linarith
      exact ⟨sub_eq_zero.mp (pow_eq_zero_iff two_ne_zero |>.mp d1),
        sub_eq_zero.mp (pow_eq_zero_iff two_ne_zero |>.mp d2)⟩
    · rintro ⟨h1, h2⟩
      rw [key, h1, h2]
      ring

/-- For `G + 2G' > 0` the energy of a uniform unit spin is at least `3J + K - (G + 2G')`,
with equality exactly when its three components sum to zero. -/
theorem easy_plane (J K G G' : ℝ) (hg : 0 < G + 2 * G') {n : Fin 3 → ℝ}
    (hn : n ⬝ᵥ n = 1) :
    3 * J + K - (G + 2 * G') ≤ cellEnergy J K G G' n ∧
    (cellEnergy J K G G' n = 3 * J + K - (G + 2 * G') ↔ n 0 + n 1 + n 2 = 0) := by
  have key : cellEnergy J K G G' n
      = 3 * J + K - (G + 2 * G') + (G + 2 * G') * (n 0 + n 1 + n 2) ^ 2 := by
    rw [cellEnergy_eq J K G G' hn]
    ring
  constructor
  · have h := mul_nonneg hg.le (sq_nonneg (n 0 + n 1 + n 2))
    linarith
  · constructor
    · intro h
      have hz : (G + 2 * G') * (n 0 + n 1 + n 2) ^ 2 = 0 := by linarith
      exact pow_eq_zero_iff two_ne_zero |>.mp ((mul_eq_zero.mp hz).resolve_left hg.ne')
    · intro h
      rw [key, h]
      ring

end

end HoneycombAnisotropicExchange
```

```lean
#print axioms HoneycombAnisotropicExchange.latticeEnergy_uniform
#print axioms HoneycombAnisotropicExchange.kitaev_no_anisotropy
#print axioms HoneycombAnisotropicExchange.easy_axis
#print axioms HoneycombAnisotropicExchange.easy_plane
```

```
'HoneycombAnisotropicExchange.latticeEnergy_uniform' depends on axioms: [propext, Classical.choice, Quot.sound]
'HoneycombAnisotropicExchange.kitaev_no_anisotropy' depends on axioms: [propext, Classical.choice, Quot.sound]
'HoneycombAnisotropicExchange.easy_axis' depends on axioms: [propext, Classical.choice, Quot.sound]
'HoneycombAnisotropicExchange.easy_plane' depends on axioms: [propext, Classical.choice, Quot.sound]
```

## Tensors, cells and signs

A spin is a real vector `Fin 3 → ℝ` whose components 0, 1, 2 are n_x, n_y, n_z along the cubic axes, and `n ⬝ᵥ n = 1` fixes its length, so for spins of length S the couplings here contain the factor S². The matrix `bondTensor J K G G' c` is the exchange tensor M_c of a bond of type c. It has the Heisenberg coupling J on the diagonal, the Kitaev coupling K added at cc, and two symmetric off-diagonal couplings: G between the two axes other than c, and G' between c and each of them. These four numbers are given parameters, the same for all three bond types, as a threefold axis normal to the layer ensures; if K differs between bond types, it no longer cancels. In a material the anisotropic couplings K, G and G' arise from exchange processes combined with spin-orbit coupling.

The energy is +n·M_c n with each bond counted once, so negative J favours parallel spins. `cellEnergy` adds the three bonds of a cell. `latticeEnergy` takes arbitrary spins on both sublattices of a periodic L × L lattice, and `latticeEnergy_uniform` evaluates it with all spins equal, giving L² times the cell value. This includes L = 1, where all three bonds join the same two sites.

The spins are classical, and there is no single-ion term, magnetic field or dipolar interaction. The minima below are minima among uniform states; a zigzag or spiral state may lie lower. Quantum or thermal fluctuations may also select directions that the classical energy leaves degenerate.

## Summing the three bonds

Let a and b be the two axes other than c. Then

n·M_c n = J n·n + K n_c² + 2G n_a n_b + 2G' n_c(n_a + n_b).

Write P = n_x n_y + n_y n_z + n_z n_x. Over the three bond types, n_c² sums to n·n, n_a n_b sums to P, and n_c(n_a + n_b) sums to 2P, because each product occurs twice. Hence

E = (3J + K) n·n + 2(G + 2G')P.

With s = n_x + n_y + n_z we have 2P = s² − n·n, and unit length gives

E = 3J + K + (G + 2G')(s² − 1).

`cellEnergy_eq` follows the same route: `simp` and `ring` establish the expansion for an arbitrary vector, and only then is the unit length inserted.

For G = G' = 0 a single bond has energy J + K n_c² (`kitaev_single_bond`, checked for each c), while the cell has 3J + K in every direction (`kitaev_no_anisotropy`).

## The sign of G + 2G' decides

Put g = G + 2G'. If g = 0, the formula is constant. Conversely, `isotropic_iff` compares (1, 0, 0), where s² − 1 = 0, with (3/5, 4/5, 0), where s² − 1 = 24/25. Equal energies force 24g/25 = 0, so g = 0.

For g < 0, unit length gives

(n_x − n_y)² + (n_y − n_z)² + (n_z − n_x)² = 3 − s²,

and therefore

E = 3J + K + 2g + (−g)[(n_x − n_y)² + (n_y − n_z)² + (n_z − n_x)²].

The last term is non-negative and vanishes exactly when the components are equal, that is, for n = ±(1, 1, 1)/√3. This identity is `key` in `easy_axis`; the rest of the proof reads off the lower bound and both directions of the equality case from it.

For g > 0, the corresponding form in `easy_plane` is

E = 3J + K − g + g s²,

with its minimum exactly at s = 0, the plane perpendicular to (1, 1, 1). In the usual embedding of the honeycomb layer in cubic axes, these two cases are a moment normal to the layer and a moment within it.

## Reading couplings from total energies

Suppose that electronic-structure energies of two ferromagnetic states, computed with spin-orbit coupling, are mapped onto this classical model. With moments along (1, 1, 1)/√3 and (1, −1, 0)/√2, the difference per cell is

E₁₁₁ − E_plane = (3J + K + 2g) − (3J + K − g) = 3(G + 2G').

For G = 4 meV and G' = −1 meV it is 6 meV, whatever J and K are. Within the model, the difference thus fixes G + 2G' but carries no information on K; in a material, a single-ion anisotropy can contribute to it as well. The energies of uniform states contain K only in the sum 3J + K, so separating K from J by classical energies also takes suitable non-uniform spin configurations.
